# On the hexagonal zone face, the nearest-neighbour fcc s-band has zero normal slope exactly on the lines L–W

**Q:** Before I argue about physics, I want the conventions. What are the coordinates, and what is the energy unit?

**A:** The lattice is face-centred cubic with cubic lattice constant a, and the wavevector k enters through

x = k_x a/2, y = k_y a/2, z = k_z a/2.

There is one s-orbital per site, with on-site energy ε₀ and nearest-neighbour hopping −J, where J > 0. The band energy is ε = ε₀ + 4J E, with

E = −(cos x cos y + cos y cos z + cos z cos x).

```lean
import Mathlib

open Real

namespace FccHexagonalFace

noncomputable section

/-- The nearest-neighbour s-band of the face-centred cubic lattice with hopping `-J`, measured from
the on-site energy in units of `4J`, with `x = k_x a / 2` and likewise `y`, `z`. -/
def fccBand (x y z : ℝ) : ℝ :=
  -(cos x * cos y + cos y * cos z + cos z * cos x)
```

So `fccBand` is E, a function of three real numbers.

**Q:** And the face?

**A:** Its centre is L = (π/2, π/2, π/2), and its plane is x + y + z = 3π/2. A point of that plane is L + (u, v, w) with u + v + w = 0. The hexagon itself is the part with |u|, |v|, |w| ≤ π/2, and its corners W are displaced from L by the permutations of (π/2, 0, −π/2). To leave the face along its normal, add the same t to all three coordinates.

```lean
/-- The energy `E` along the line in direction `(1,1,1)` through the point
`L + (u, v, w)`, where `L = (π/2, π/2, π/2)`. -/
def facePath (E : ℝ → ℝ → ℝ → ℝ) (u v w : ℝ) (t : ℝ) : ℝ :=
  E (π / 2 + u + t) (π / 2 + v + t) (π / 2 + w + t)
```

`facePath E u v w` is the energy as a function of t, for any band `E`. The slope in question is its derivative at t = 0.

**Q:** But (1,1,1) is not a unit vector, so that is not the normal derivative.

**A:** It is proportional to it. Moving a distance κ in k-space along the unit normal changes t by κa/(2√3), so

∂ε/∂κ = 4J · a/(2√3) · (slope) = (2Ja/√3) · (slope).

Zeros and signs are unaffected.

**Q:** Then derive the slope by hand, leaving nothing out.

**A:** At t = 0 the cosine cos(π/2 + u + t) has the value −sin u and the derivative −cos u, and likewise for v and w. The product rule gives for the first term of the band

d/dt [cos x cos y] = (−cos u)(−sin v) + (−sin u)(−cos v) = sin(u + v) = −sin w,

where the last step uses u + v = −w. The other two terms give −sin u and −sin v. With the overall minus sign of the band,

slope = sin u + sin v + sin w.

Now turn the sum into a product. Since (u + v)/2 = −w/2,

sin u + sin v = 2 sin((u + v)/2) cos((u − v)/2) = −2 sin(w/2) cos((u − v)/2),

sin w = 2 sin(w/2) cos(w/2) = 2 sin(w/2) cos((u + v)/2).

Adding these,

slope = 2 sin(w/2) [cos((u + v)/2) − cos((u − v)/2)] = −4 sin(u/2) sin(v/2) sin(w/2).

**Q:** Does the Lean proof take the same route?

**A:** Nearly. For the trigonometric identity it sets a = u/2 and b = v/2 (here a is an angle, not the lattice constant), so that w/2 = −(a + b), and expands everything in sines and cosines of a and b. What remains is a combination of sin² + cos² = 1 for the two angles, which `linear_combination` supplies.

```lean
/-- For three angles that add up to zero, the sum of the sines is `-4` times the product of the
half-angle sines. -/
theorem sin_add_sin_add_sin {u v w : ℝ} (h : u + v + w = 0) :
    sin u + sin v + sin w = -4 * sin (u / 2) * sin (v / 2) * sin (w / 2) := by
  obtain ⟨a, ha⟩ : ∃ a, a = u / 2 := ⟨_, rfl⟩
  obtain ⟨b, hb⟩ : ∃ b, b = v / 2 := ⟨_, rfl⟩
  have hu : u = 2 * a := by linarith
  have hv : v = 2 * b := by linarith
  have hw : w = -(2 * (a + b)) := by linarith
  have hw2 : w / 2 = -(a + b) := by linarith
  rw [← ha, ← hb, hw2, hu, hv, hw, sin_neg, sin_neg, sin_two_mul, sin_two_mul,
    sin_two_mul, sin_add, cos_add]
  linear_combination (-2 * sin a * cos a) * sin_sq_add_cos_sq b
    + (-2 * sin b * cos b) * sin_sq_add_cos_sq a
```

The derivative then follows the calculation above. `hs` and `hc` are the value and derivative of the shifted cosine, `hd` is the product rule, and `huv`, `hvw`, `hwu` are the three sums of angles.

```lean
/-- At the point `L + (u, v, w)` with `u + v + w = 0`, the derivative of the fcc band along
`(1,1,1)` is `-4 sin(u/2) sin(v/2) sin(w/2)`. -/
theorem normal_slope {u v w : ℝ} (h : u + v + w = 0) :
    HasDerivAt (facePath fccBand u v w)
      (-4 * sin (u / 2) * sin (v / 2) * sin (w / 2)) 0 := by
  have hs : ∀ a : ℝ, cos (π / 2 + a + 0) = -sin a := fun a => by
    rw [add_zero, add_comm, cos_add_pi_div_two]
  have hc : ∀ a : ℝ, HasDerivAt (fun t : ℝ => cos (π / 2 + a + t)) (-cos a) 0 := fun a => by
    have h1 : HasDerivAt (fun t : ℝ => π / 2 + a + t) 1 0 :=
      (hasDerivAt_id' (0 : ℝ)).const_add (π / 2 + a)
    refine h1.cos.congr_deriv ?_
    rw [add_zero, add_comm (π / 2) a, sin_add_pi_div_two, mul_one]
  -- the product rule for the three terms of the band
  have hd : HasDerivAt (facePath fccBand u v w) _ 0 :=
    ((((hc u).fun_mul (hc v)).fun_add ((hc v).fun_mul (hc w))).fun_add
      ((hc w).fun_mul (hc u))).fun_neg
  refine hd.congr_deriv ?_
  simp only [hs]
  -- on the face, each pair of angles adds up to minus the third
  have huv : sin u * cos v + cos u * sin v = -sin w := by
    rw [← sin_add, show u + v = -w by linarith, sin_neg]
  have hvw : sin v * cos w + cos v * sin w = -sin u := by
    rw [← sin_add, show v + w = -u by linarith, sin_neg]
  have hwu : sin w * cos u + cos w * sin u = -sin v := by
    rw [← sin_add, show w + u = -v by linarith, sin_neg]
  linear_combination -huv - hvw - hwu + sin_add_sin_add_sin h
```

**Q:** Why `HasDerivAt` and not simply an equation for the derivative?

**A:** `HasDerivAt f d 0` says that f is differentiable at 0 with derivative d. Lean's `deriv` returns 0 for a function that is not differentiable, so "`deriv` equals 0" alone could describe a kink.

**Q:** Fine. A product vanishes when a factor does, but sine has many zeros. Where does "exactly" come from?

**A:** From the range. If |u| < 2π, then u/2 lies strictly between −π and π, where sine vanishes only at 0. The same holds for v and w, so the slope is zero precisely when uvw = 0.

```lean
/-- For `u + v + w = 0` and `|u|, |v|, |w| < 2π`, the fcc band has zero slope along `(1,1,1)`
at `L + (u, v, w)` exactly when `u v w = 0`. -/
theorem normal_slope_zero_iff {u v w : ℝ} (h : u + v + w = 0)
    (hu : |u| < 2 * π) (hv : |v| < 2 * π) (hw : |w| < 2 * π) :
    HasDerivAt (facePath fccBand u v w) 0 0 ↔ u * v * w = 0 := by
  have hz : ∀ a : ℝ, |a| < 2 * π → sin (a / 2) = 0 → a = 0 := fun a ha hsin => by
    obtain ⟨h1, h2⟩ := abs_lt.1 ha
    have h3 := (sin_eq_zero_iff_of_lt_of_lt (by linarith) (by linarith)).1 hsin
    linarith
  constructor
  · intro h0
    have hp := (normal_slope h).unique h0
    rcases mul_eq_zero.1 hp with hp | hp
    · rcases mul_eq_zero.1 hp with hp | hp
      · rcases mul_eq_zero.1 hp with hp | hp
        · norm_num at hp
        · rw [hz u hu hp]; ring
      · rw [hz v hv hp]; ring
    · rw [hz w hw hp]; ring
  · intro h0
    refine (normal_slope h).congr_deriv ?_
    rcases mul_eq_zero.1 h0 with h0 | h0
    · rcases mul_eq_zero.1 h0 with h0 | h0 <;> simp [h0]
    · simp [h0]
```

In `HasDerivAt (facePath fccBand u v w) 0 0`, the first zero is the slope and the second is the value of t. The lemma `hz` is the statement about the zeros of sine. In the forward direction, uniqueness of the derivative identifies the product with zero, and the factors are taken one by one. The range is much larger than the hexagon, and it ends where it must: at u = 2π, v = w = −π the slope vanishes although uvw does not.

**Q:** "uvw = 0" is algebra. I want to see the lines L–W.

**A:** They are written out next. If v = 0, then w = −u, and the displacement is s(π/2, 0, −π/2) with −1 ≤ s ≤ 1. This is the segment from one corner through L to the opposite corner. The cases u = 0 and w = 0 give the other two.

```lean
/-- For `u + v + w = 0` and `|u|, |v| ≤ π/2`, the slope along `(1,1,1)` vanishes exactly on the
three segments through `L` that end at the corners `W`, displaced from `L` by the
permutations of `(π/2, 0, -π/2)`. -/
theorem normal_slope_zero_iff_on_LW {u v w : ℝ} (h : u + v + w = 0)
    (hu : |u| ≤ π / 2) (hv : |v| ≤ π / 2) :
    HasDerivAt (facePath fccBand u v w) 0 0 ↔
      ∃ s : ℝ, |s| ≤ 1 ∧ ((u, v, w) = (s * (π / 2), 0, -(s * (π / 2))) ∨
        (u, v, w) = (0, s * (π / 2), -(s * (π / 2))) ∨
        (u, v, w) = (s * (π / 2), -(s * (π / 2)), 0)) := by
  have hp : 0 < π / 2 := by positivity
  obtain ⟨u1, u2⟩ := abs_le.1 hu
  obtain ⟨v1, v2⟩ := abs_le.1 hv
  rw [normal_slope_zero_iff h (by linarith) (by linarith)
    (abs_lt.2 ⟨by linarith, by linarith⟩)]
  have hs : ∀ a : ℝ, |a| ≤ π / 2 → ∃ s : ℝ, |s| ≤ 1 ∧ a = s * (π / 2) := fun a ha =>
    ⟨a / (π / 2), by rw [abs_div, abs_of_pos hp, div_le_one hp]; exact ha, by field_simp⟩
  simp only [Prod.mk.injEq]
  constructor
  · intro h0
    obtain ⟨s, s1, es⟩ := hs u hu
    obtain ⟨r, r1, er⟩ := hs v hv
    rcases mul_eq_zero.1 h0 with h0 | h0
    · rcases mul_eq_zero.1 h0 with h0 | h0
      · exact ⟨r, r1, Or.inr (Or.inl ⟨h0, er, by linarith⟩)⟩
      · exact ⟨s, s1, Or.inl ⟨es, h0, by linarith⟩⟩
    · exact ⟨s, s1, Or.inr (Or.inr ⟨es, by linarith, h0⟩)⟩
  · rintro ⟨s, _, ⟨_, h0, _⟩ | ⟨h0, _, _⟩ | ⟨_, _, h0⟩⟩ <;> rw [h0] <;> ring
```

The proof takes the previous theorem and sets s = u/(π/2), or v/(π/2) when u = 0. Only |u| and |v| are bounded by π/2, which allows a parallelogram containing the hexagon. The bound on w that the previous theorem needs follows, since |w| ≤ π.

**Q:** I was taught that bands meet a zone boundary with zero normal slope. Off your lines, this one does not?

**A:** It does not. If u and v are positive and u + v < 2π, then w = −(u + v) is negative. The product of the three half-angle sines is negative, and the factor −4 makes the slope positive. Reversing all three displacements reverses the sign.

```lean
/-- For `u, v > 0` with `u + v < 2π`, the slope of the fcc band along `(1,1,1)` is positive at
`L + (u, v, -u-v)` and negative at the opposite point `L - (u, v, -u-v)`. -/
theorem normal_slope_sign {u v : ℝ} (hu : 0 < u) (hv : 0 < v) (huv : u + v < 2 * π) :
    0 < deriv (facePath fccBand u v (-(u + v))) 0 ∧
      deriv (facePath fccBand (-u) (-v) (u + v)) 0 < 0 := by
  have p : 0 < sin (u / 2) := sin_pos_of_pos_of_lt_pi (by linarith) (by linarith)
  have q : 0 < sin (v / 2) := sin_pos_of_pos_of_lt_pi (by linarith) (by linarith)
  have r : 0 < sin ((u + v) / 2) := sin_pos_of_pos_of_lt_pi (by linarith) (by linarith)
  have pqr := mul_pos (mul_pos p q) r
  rw [(normal_slope (show u + v + -(u + v) = 0 by ring)).deriv,
    (normal_slope (show -u + -v + (u + v) = 0 by ring)).deriv,
    neg_div, neg_div, neg_div, sin_neg, sin_neg, sin_neg]
  constructor <;> linarith
```

The proof establishes that three sines are positive and inserts the slope formula. Permuting the coordinates carries the result to the other sectors, so the sign alternates around the six sectors between the lines.

**Q:** Yet the band is even under k → −k, and L and −L differ by a reciprocal-lattice vector. Surely that makes the energy even along the normal.

**A:** Not at a fixed point of the face. Inversion followed by the translation (π, π, π) sends L + (u, v, w) + t(1,1,1) to L − (u, v, w) − t(1,1,1). It reverses the normal, but it also moves the point to the opposite side of the face. It therefore relates the slopes at opposite points, which are equal and opposite, and gives a zero at L itself. At any other given point of the face it does not by itself make the slope vanish. An operation that reverses the normal and keeps the point, up to a reciprocal-lattice vector, does.

**Q:** Which operation does that on L–W?

**A:** The twofold rotation (x, y, z) → (−z, −y, −x), whose axis is parallel to (1, 0, −1). It sends L + (u, 0, −u) to the same point minus (π, π, π), a reciprocal-lattice vector in these units. The rotation therefore belongs to the point-group part of the little group there, and it reverses (1,1,1). For a band with both symmetries,

E(π/2 + u − t, π/2 − t, π/2 − u − t)
= E(−(π/2 − u + t) + π, −(π/2 + t) + π, −(π/2 + u + t) + π)
= E(−(π/2 − u + t), −(π/2 + t), −(π/2 + u + t))
= E(π/2 + u + t, π/2 + t, π/2 − u + t).

The energy is even in t. If its derivative at t = 0 is d, then d = −d, so d = 0.

```lean
/-- Let a band `E` have the reciprocal-lattice period `(π, π, π)` and the twofold rotation
symmetry `(x, y, z) → (-z, -y, -x)`. If its derivative along `(1,1,1)` exists at
`L + (u, 0, -u)`, that derivative is zero. -/
theorem slope_zero_of_little_group {E : ℝ → ℝ → ℝ → ℝ}
    (hG : ∀ x y z, E (x + π) (y + π) (z + π) = E x y z)
    (hC : ∀ x y z, E (-z) (-y) (-x) = E x y z)
    {u d : ℝ} (h : HasDerivAt (facePath E u 0 (-u)) d 0) : d = 0 := by
  -- rotation followed by the lattice translation reverses the normal line
  have heven : (facePath E u 0 (-u)) ∘ (fun t : ℝ => -t) = facePath E u 0 (-u) := by
    funext t
    have e1 : π / 2 + u + -t = -(π / 2 + -u + t) + π := by ring
    have e2 : π / 2 + 0 + -t = -(π / 2 + 0 + t) + π := by ring
    have e3 : π / 2 + -u + -t = -(π / 2 + u + t) + π := by ring
    simp only [Function.comp_apply, facePath]
    rw [e1, e2, e3, hG, hC]
  have hn : HasDerivAt (fun t : ℝ => -t) (-1) 0 := (hasDerivAt_id' (0 : ℝ)).fun_neg
  have h1 : HasDerivAt (facePath E u 0 (-u)) d (-(0 : ℝ)) := by
    rw [neg_zero]; exact h
  have h2 := h1.comp (0 : ℝ) hn
  rw [heven] at h2
  have h3 := h.unique h2
  linarith
```

`hG` is the period and `hC` the rotation symmetry. `heven` is the chain of equalities above, the chain rule supplies the derivative −d of the reflected function, and uniqueness finishes the argument.

**Q:** So every fcc band is flat along the normal there?

**A:** Every single-valued band function with these two symmetries is, wherever the derivative exists. That condition has physical content: if bands are labelled by energy order, a crossing can produce a kink. The theorem treats the line v = 0; the other two lines need the correspondingly permuted rotations. It also gives zeros on the line without excluding zeros elsewhere, because another band may have accidental ones. The word "exactly" is proved here only for the nearest-neighbour band.

**Q:** Does that band really have the two symmetries you assume?

**A:** Yes. Adding π to every coordinate changes the sign of every cosine and leaves the products alone. The rotation only permutes the cosines, since cosine is even.

```lean
/-- The fcc band has the period `(π, π, π)` and the twofold rotation symmetry
`(x, y, z) → (-z, -y, -x)`. -/
theorem slope_zero_of_little_group_witness :
    (∀ x y z, fccBand (x + π) (y + π) (z + π) = fccBand x y z) ∧
      (∀ x y z, fccBand (-z) (-y) (-x) = fccBand x y z) := by
  constructor
  · intro x y z
    simp only [fccBand, cos_add_pi]
    ring
  · intro x y z
    simp only [fccBand, cos_neg]
    ring

end

end FccHexagonalFace
```

```lean
#print axioms FccHexagonalFace.normal_slope_zero_iff
#print axioms FccHexagonalFace.normal_slope_zero_iff_on_LW
#print axioms FccHexagonalFace.normal_slope_sign
#print axioms FccHexagonalFace.slope_zero_of_little_group
```

```
'FccHexagonalFace.normal_slope_zero_iff' depends on axioms: [propext, Classical.choice, Quot.sound]
'FccHexagonalFace.normal_slope_zero_iff_on_LW' depends on axioms: [propext, Classical.choice, Quot.sound]
'FccHexagonalFace.normal_slope_sign' depends on axioms: [propext, Classical.choice, Quot.sound]
'FccHexagonalFace.slope_zero_of_little_group' depends on axioms: [propext, Classical.choice, Quot.sound]
```

**Q:** You speak of little groups, but I see no representation anywhere.

**A:** There is none. The symmetry enters as two equations for a scalar energy function; small representations, Bloch states and degeneracies are not modelled. Nor is the formula for E derived from a Hamiltonian: `fccBand` is the definition, and the tight-binding reading is the physics we attach to it. That reading neglects orbital overlap, further-neighbour hopping and interactions.

**Q:** Would the same symmetry argument rescue my textbook rule on the square faces?

**A:** Yes, and there it works on the whole face. Take x = π. The mirror x → −x and the period 2π in x give E(π + t, y, z) = E(π − t, y, z), so any existing normal slope is zero for every y and z. You can see it in the fcc band, where ∂E/∂x = sin x (cos y + cos z). The difference is that the cubic point group has a mirror parallel to the square face but none parallel to the hexagonal one. This square-face result is a calculation by hand, separate from the Lean theorems.

**Q:** And what does the hexagonal result tell me about electrons?

**A:** In this non-interacting one-band model, the slope is proportional to the component of the group velocity normal to the face. A constant-energy surface therefore meets the hexagonal face at a right angle only on the L–W lines, wherever the energy gradient is nonzero.
